# On a uniform tight-binding ring of three or more sites, the bond current is not i[H,X] for any matrix X

## Can a better X repair the two corner entries?

I have a ring of N sites with Hamiltonian H, hopping amplitude −t and t > 0. I build the bond current J by multiplying each hopping amplitude, in row j and column k of H, by i and by the displacement from site j to site k, +1 or −1. With X = diag(0,…,N−1), i[H,X] agrees with J except in two entries, which are off by Nt. Is my X just a poor choice? Would another one, perhaps not even diagonal, give J exactly?

## No: a plane wave carries current, but i[H,X] averages to zero in it

For N ≥ 3 and t ≠ 0, no complex matrix X satisfies i[H,X] = J. Your two wrong entries are also exactly what your X must give, for every N ≥ 2.

Take the plane wave ψ_j = exp(ikj) with k = 2πm/N and m an integer. A step to the right or left multiplies it by exp(ik) or exp(−ik), so

(Hψ)_j = −t(ψ_{j+1} + ψ_{j−1}) = −2t cos k ψ_j

(Jψ)_j = −it(ψ_{j+1} − ψ_{j−1}) = 2t sin k ψ_j.

Write E = −2t cos k. Since H is Hermitian and E is real, ψ†H = Eψ†, and for every X

ψ† i(HX − XH) ψ = i(E ψ†Xψ − E ψ†Xψ) = 0.

If i[H,X] were J, the normalised expectation value 2t sin k would have to vanish. For m = 1 and N ≥ 3, however, 0 < k < π, so sin k > 0.

For your X, let x_j = j be the site label. A step from row j to column k (now a site index), with displacement d, contributes

−it(x_k − x_j − d)

to entry (j,k) of i[H,X] − J. The bracket vanishes unless the step crosses the bond between sites N−1 and 0. There the label jumps:

- entry (N−1,0): −it(−(N−1) − 1) = iNt
- entry (0,N−1): −it((N−1) + 1) = −iNt.

At N = 2 the right and left steps join the same two sites, so their amplitudes add to −2t in H, while their currents cancel and J = 0. Then X = 0 does solve i[H,X] = J, although diag(0,1) still leaves two entries of modulus 2t.

If you rewrite current matrix elements through a position matrix, as is done for optical response, this means that on this ring with N ≥ 3 no choice of X reproduces all of them. The failure is at equal energy: between eigenstates of H with the same energy, i[H,X] has only zero elements, while J has the expectation values 2t sin k found above.

In the Lean file, sites are elements of `ZMod N`, so `j + 1` and `j - 1` wrap around the ring and `-1` is site N−1. `hamiltonian t`, `current t` and `position` are H, J and your X, and `defect t` is i[H,X] − J. Units have ħ = 1, unit lattice spacing and unit charge; J is the total over bonds. The two final statements are:

- `current_ne_commutator`: if `3 ≤ N` and `t ≠ 0`, every complex matrix `X`, Hermitian or not, fails the equation.
- `defect_two_entries`: if `2 ≤ N` and `0 < t`, exactly two index pairs have a nonzero defect, and each such entry has modulus `N * t`.

The model has one orbital per site, equal nearest-neighbour hopping and no magnetic flux.

```lean
import Mathlib

open Matrix
open scoped ComplexOrder

namespace RingCurrent

noncomputable section

variable {N : ℕ} [NeZero N]

/-- Indicator that site `k` is the right neighbour of site `j` on the ring. -/
def hopRight (j k : ZMod N) : ℂ := if k = j + 1 then 1 else 0

/-- Indicator that site `k` is the left neighbour of site `j` on the ring. -/
def hopLeft (j k : ZMod N) : ℂ := if k = j - 1 then 1 else 0

/-- The tight-binding Hamiltonian of the ring, with amplitude `-t` for each step to a neighbour. -/
def hamiltonian (t : ℝ) : Matrix (ZMod N) (ZMod N) ℂ :=
  Matrix.of fun j k => -(t : ℂ) * (hopRight j k + hopLeft j k)

/-- The bond current: entry `(j,k)` is that of the Hamiltonian times `i` and the displacement from
`j` to `k`, `+1` to the right neighbour and `-1` to the left, the two being added if they coincide.
-/
def current (t : ℝ) : Matrix (ZMod N) (ZMod N) ℂ :=
  Matrix.of fun j k => Complex.I * hamiltonian t j k * (hopRight j k - hopLeft j k)

/-- The position matrix `diag(0, ..., N-1)`. -/
def position : Matrix (ZMod N) (ZMod N) ℂ := Matrix.diagonal fun j => (j.val : ℂ)

/-- The wavenumber `2πm/N` of the `m`-th plane wave, for a ring with `N ≠ 0` sites. -/
def wavenumber (N : ℕ) (m : ℤ) : ℝ := 2 * Real.pi * m / N

/-- The `m`-th plane wave on the ring, with amplitude `exp(2πimj/N)` at site `j`. -/
def planeWave (m : ℤ) : ZMod N → ℂ := fun j => ZMod.stdAddChar ((m : ZMod N) * j)

/-- The difference `i[H,X] - J` for the position matrix `X = diag(0, ..., N-1)`. -/
def defect (t : ℝ) : Matrix (ZMod N) (ZMod N) ℂ :=
  Complex.I • (hamiltonian t * position - position * hamiltonian t) - current t

omit [NeZero N] in
/-- Entry `(j,k)` of the current is `-it` if `k` is the right neighbour of `j`, `it` if `k` is the
left neighbour, and zero otherwise, the two being added if `k` is both. -/
theorem current_apply (t : ℝ) (j k : ZMod N) :
    current t j k = -(Complex.I * t) * (hopRight j k - hopLeft j k) := by
  simp only [current, hamiltonian, Matrix.of_apply, hopRight, hopLeft]
  split_ifs <;> ring

omit [NeZero N] in
/-- The Hamiltonian of the ring is Hermitian. -/
theorem hamiltonian_isHermitian (t : ℝ) :
    (hamiltonian t : Matrix (ZMod N) (ZMod N) ℂ).IsHermitian := by
  refine Matrix.IsHermitian.ext fun i j => ?_
  have e1 : i = j + 1 ↔ j = i - 1 :=
    ⟨fun h => by rw [h, add_sub_cancel_right], fun h => by rw [h, sub_add_cancel]⟩
  have e2 : i = j - 1 ↔ j = i + 1 :=
    ⟨fun h => by rw [h, sub_add_cancel], fun h => by rw [h, add_sub_cancel_right]⟩
  simp only [hamiltonian, Matrix.of_apply, hopRight, hopLeft, e1, e2]
  split_ifs <;> simp

/-- Moving one site to the right or left multiplies a plane wave of wavenumber `k` by
`cos k + i sin k` or `cos k - i sin k`. -/
theorem planeWave_shift (m : ℤ) (j : ZMod N) :
    planeWave m (j + 1) = ((Real.cos (wavenumber N m) : ℂ)
      + (Real.sin (wavenumber N m) : ℂ) * Complex.I) * planeWave m j ∧
    planeWave m (j - 1) = ((Real.cos (wavenumber N m) : ℂ)
      - (Real.sin (wavenumber N m) : ℂ) * Complex.I) * planeWave m j := by
  have succ : ∀ l : ZMod N, planeWave m (l + 1) = ((Real.cos (wavenumber N m) : ℂ)
      + (Real.sin (wavenumber N m) : ℂ) * Complex.I) * planeWave m l := by
    intro l
    have hexp : (ZMod.stdAddChar (m : ZMod N) : ℂ)
        = Complex.exp ((wavenumber N m : ℂ) * Complex.I) := by
      rw [ZMod.stdAddChar_coe]
      congr 1
      simp only [wavenumber]
      push_cast
      ring
    rw [Complex.ofReal_cos, Complex.ofReal_sin, ← Complex.exp_mul_I, ← hexp]
    simp only [planeWave]
    rw [mul_add, mul_one, AddChar.map_add_eq_mul, mul_comm]
  refine ⟨succ j, ?_⟩
  -- the step to the left inverts the step to the right
  have h := succ (j - 1)
  rw [sub_add_cancel] at h
  have hcs : (Real.sin (wavenumber N m) : ℂ) ^ 2 + (Real.cos (wavenumber N m) : ℂ) ^ 2 = 1 := by
    exact_mod_cast Real.sin_sq_add_cos_sq (wavenumber N m)
  linear_combination (-((Real.cos (wavenumber N m) : ℂ)
    - (Real.sin (wavenumber N m) : ℂ) * Complex.I)) * h - planeWave m (j - 1) * hcs
    + (Real.sin (wavenumber N m) : ℂ) ^ 2 * planeWave m (j - 1) * Complex.I_sq

/-- A plane wave of wavenumber `k` is an eigenvector of the Hamiltonian with energy
`-2t cos k`. -/
theorem hamiltonian_planeWave (t : ℝ) (m : ℤ) :
    hamiltonian t *ᵥ (planeWave m : ZMod N → ℂ)
      = ((-2 * t * Real.cos (wavenumber N m) : ℝ) : ℂ) • planeWave m := by
  ext j
  simp only [Matrix.mulVec, dotProduct, hamiltonian, Matrix.of_apply, hopRight, hopLeft,
    mul_add, add_mul, Finset.sum_add_distrib, mul_ite, ite_mul, mul_one, mul_zero, zero_mul,
    Finset.sum_ite_eq', Finset.mem_univ, if_true, Pi.smul_apply, smul_eq_mul]
  rw [(planeWave_shift m j).1, (planeWave_shift m j).2]
  simp only [Complex.ofReal_mul, Complex.ofReal_neg, Complex.ofReal_ofNat]
  ring

/-- A plane wave of wavenumber `k` is an eigenvector of the current with eigenvalue
`2t sin k`. -/
theorem current_planeWave (t : ℝ) (m : ℤ) :
    current t *ᵥ (planeWave m : ZMod N → ℂ)
      = ((2 * t * Real.sin (wavenumber N m) : ℝ) : ℂ) • planeWave m := by
  ext j
  simp only [Matrix.mulVec, dotProduct, current_apply, hopRight, hopLeft,
    mul_sub, sub_mul, Finset.sum_sub_distrib, mul_ite, ite_mul, mul_one, mul_zero, zero_mul,
    Finset.sum_ite_eq', Finset.mem_univ, if_true, Pi.smul_apply, smul_eq_mul]
  rw [(planeWave_shift m j).1, (planeWave_shift m j).2]
  simp only [Complex.ofReal_mul, Complex.ofReal_ofNat]
  linear_combination (-2 * (t : ℂ) * (Real.sin (wavenumber N m) : ℂ) * planeWave m j)
    * Complex.I_sq

/-- Hypervirial theorem: in an eigenvector of a Hermitian matrix `H`, the expectation value of
`i[H,X]` vanishes for every matrix `X`. -/
theorem hypervirial {n : Type*} [Fintype n] {H : Matrix n n ℂ} (hH : H.IsHermitian)
    {v : n → ℂ} {E : ℝ} (hv : H *ᵥ v = (E : ℂ) • v) (X : Matrix n n ℂ) :
    star v ⬝ᵥ ((Complex.I • (H * X - X * H)) *ᵥ v) = 0 := by
  -- the conjugate vector is a left eigenvector with the same energy
  have hl : star v ᵥ* H = (E : ℂ) • star v := by
    have h := congrArg star hv
    rw [Matrix.star_mulVec, hH.eq] at h
    rw [h]
    ext i
    simp
  rw [Matrix.smul_mulVec, Matrix.sub_mulVec, ← Matrix.mulVec_mulVec, ← Matrix.mulVec_mulVec,
    hv, dotProduct_smul, dotProduct_sub, Matrix.dotProduct_mulVec _ H, hl, Matrix.mulVec_smul,
    smul_dotProduct, dotProduct_smul, sub_self, smul_zero]

/-- On a ring of at least three sites with nonzero hopping, no matrix `X` satisfies
`i[H,X] = J`. -/
theorem current_ne_commutator (hN : 3 ≤ N) {t : ℝ} (ht : t ≠ 0)
    (X : Matrix (ZMod N) (ZMod N) ℂ) :
    Complex.I • (hamiltonian t * X - X * hamiltonian t) ≠ current t := by
  intro h
  have h0 := hypervirial (hamiltonian_isHermitian t) (hamiltonian_planeWave t 1) X
  rw [h, current_planeWave, dotProduct_smul, smul_eq_mul, mul_eq_zero] at h0
  rcases h0 with h0 | h0
  · -- the plane wave with `m = 1` carries a nonzero current
    have hN' : (3 : ℝ) ≤ N := by exact_mod_cast hN
    have hpos : (0 : ℝ) < N := by linarith
    have hs : 0 < Real.sin (wavenumber N 1) := by
      apply Real.sin_pos_of_pos_of_lt_pi
      · simp only [wavenumber, Int.cast_one]
        positivity
      · simp only [wavenumber, Int.cast_one]
        rw [div_lt_iff₀ hpos]
        nlinarith [Real.pi_pos]
    exact mul_ne_zero (mul_ne_zero two_ne_zero ht) hs.ne' (Complex.ofReal_eq_zero.1 h0)
  · have hz := congrFun (dotProduct_star_self_eq_zero.1 h0) 0
    simp [planeWave] at hz

/-- A step to the right raises the site label by one, and from the last site it also lowers it
by `N`. -/
theorem val_succ (j : ZMod N) :
    ((j + 1).val : ℂ) = j.val + 1 - if j = -1 then (N : ℂ) else 0 := by
  have hmod : (j + 1).val = (j.val + 1) % N := by
    rw [ZMod.val_add, ZMod.val_one_eq_one_mod, Nat.add_mod_mod]
  have hlt := ZMod.val_lt j
  by_cases h : j.val + 1 < N
  · rw [Nat.mod_eq_of_lt h] at hmod
    have hj : j ≠ -1 := by
      intro hj
      have hz : (j + 1).val = 0 := by rw [hj, neg_add_cancel, ZMod.val_zero]
      omega
    rw [if_neg hj, hmod]
    push_cast
    ring
  · have hN : j.val + 1 = N := by omega
    rw [hN, Nat.mod_self] at hmod
    have hj : j = -1 := eq_neg_of_add_eq_zero_left ((ZMod.val_eq_zero _).1 hmod)
    have hc : (j.val : ℂ) + 1 = N := by exact_mod_cast hN
    rw [if_pos hj, hmod, hc]
    simp

/-- The entries of `i[H,X] - J` for `X = diag(0, ..., N-1)`: `iNt` in row `-1` and column `0`,
`-iNt` in row `0` and column `-1`, and zero elsewhere, the two being added if the pairs coincide. -/
theorem defect_apply (t : ℝ) (j k : ZMod N) :
    defect t j k = Complex.I * N * t *
      ((if j = -1 ∧ k = 0 then 1 else 0) - (if j = 0 ∧ k = -1 then 1 else 0)) := by
  have hr : hopRight j k * ((k.val : ℂ) - j.val - 1)
      = -(N : ℂ) * (if j = -1 ∧ k = 0 then 1 else 0) := by
    unfold hopRight
    by_cases h : k = j + 1
    · subst h
      have e : (j = -1 ∧ j + 1 = 0) ↔ j = -1 :=
        ⟨And.left, fun h => ⟨h, by rw [h, neg_add_cancel]⟩⟩
      rw [if_pos rfl, val_succ]
      simp only [e]
      split_ifs <;> ring
    · rw [if_neg h, if_neg (fun c => h (by rw [c.1, c.2, neg_add_cancel]))]
      ring
  have hl : hopLeft j k * ((k.val : ℂ) - j.val + 1)
      = (N : ℂ) * (if j = 0 ∧ k = -1 then 1 else 0) := by
    unfold hopLeft
    by_cases h : k = j - 1
    · obtain rfl : j = k + 1 := by rw [h, sub_add_cancel]
      have e : (k + 1 = 0 ∧ k = -1) ↔ k = -1 :=
        ⟨And.right, fun h => ⟨by rw [h, neg_add_cancel], h⟩⟩
      rw [if_pos h, val_succ]
      simp only [e]
      split_ifs <;> ring
    · rw [if_neg h, if_neg (fun c => h (by rw [c.1, c.2, zero_sub]))]
      ring
  simp only [defect, Matrix.sub_apply, Matrix.smul_apply, position, Matrix.mul_diagonal,
    Matrix.diagonal_mul, current_apply, smul_eq_mul, hamiltonian, Matrix.of_apply]
  linear_combination (-(Complex.I * t)) * (hr + hl)

/-- On a ring of at least two sites with `t > 0`, the matrix `i[H,X] - J` for
`X = diag(0, ..., N-1)` has exactly two nonzero entries, each of modulus `Nt`. -/
theorem defect_two_entries (hN : 2 ≤ N) {t : ℝ} (ht : 0 < t) :
    (Finset.univ.filter fun p : ZMod N × ZMod N => defect t p.1 p.2 ≠ 0).card = 2 ∧
    ∀ j k : ZMod N, defect t j k ≠ 0 → ‖defect t j k‖ = N * t := by
  have : Fact (1 < N) := ⟨by omega⟩
  have hne : (-1 : ZMod N) ≠ 0 := neg_ne_zero.2 one_ne_zero
  have hn : ‖Complex.I * (N : ℂ) * (t : ℂ)‖ = N * t := by simp [abs_of_pos ht]
  have hc : Complex.I * (N : ℂ) * (t : ℂ) ≠ 0 :=
    mul_ne_zero (mul_ne_zero Complex.I_ne_zero (Nat.cast_ne_zero.2 (NeZero.ne N)))
      (Complex.ofReal_ne_zero.2 ht.ne')
  constructor
  · -- the nonzero entries sit on the bond that closes the ring
    have hset : (Finset.univ.filter fun p : ZMod N × ZMod N => defect t p.1 p.2 ≠ 0)
        = {((-1 : ZMod N), (0 : ZMod N)), ((0 : ZMod N), (-1 : ZMod N))} := by
      ext ⟨j, k⟩
      simp only [Finset.mem_filter, Finset.mem_univ, true_and, Finset.mem_insert,
        Finset.mem_singleton, Prod.mk.injEq, defect_apply]
      by_cases a : j = -1 ∧ k = 0
      · have b : ¬(j = 0 ∧ k = -1) := fun b => hne (a.1.symm.trans b.1)
        rw [if_pos a, if_neg b, sub_zero, mul_one]
        exact iff_of_true hc (Or.inl a)
      · by_cases b : j = 0 ∧ k = -1
        · rw [if_neg a, if_pos b, zero_sub, mul_neg, mul_one]
          exact iff_of_true (neg_ne_zero.2 hc) (Or.inr b)
        · rw [if_neg a, if_neg b, sub_zero, mul_zero]
          exact iff_of_false (fun h => h rfl) (fun h => h.elim a b)
    rw [hset]
    exact Finset.card_pair (fun h => hne (congrArg Prod.fst h))
  · intro j k h
    rw [defect_apply] at h ⊢
    by_cases a : j = -1 ∧ k = 0
    · have b : ¬(j = 0 ∧ k = -1) := fun b => hne (a.1.symm.trans b.1)
      rw [if_pos a, if_neg b, sub_zero, mul_one, hn]
    · by_cases b : j = 0 ∧ k = -1
      · rw [if_neg a, if_pos b, zero_sub, mul_neg, mul_one, norm_neg, hn]
      · exact absurd (by rw [if_neg a, if_neg b, sub_zero, mul_zero]) h

end

end RingCurrent
```

```lean
#print axioms RingCurrent.current_ne_commutator
#print axioms RingCurrent.defect_two_entries
```

```
'RingCurrent.current_ne_commutator' depends on axioms: [propext, Classical.choice, Quot.sound]
'RingCurrent.defect_two_entries' depends on axioms: [propext, Classical.choice, Quot.sound]
```

The proof of the first statement follows the plane-wave argument. `planeWave_shift` supplies the phases, obtaining the left step by inverting the right one with sin² + cos² = 1. `hamiltonian_planeWave` and `current_planeWave` collapse the matrix sums to the two neighbours and insert those phases. `hypervirial` turns the conjugated eigenvector into a left eigenvector, using `hamiltonian_isHermitian` when it is applied to the ring, and the two energy terms cancel.

`current_ne_commutator` substitutes the supposed equality into that result for m = 1. The product of the current eigenvalue and ψ†ψ is then zero. The first factor is excluded by `Real.sin_pos_of_pos_of_lt_pi`, the second because the plane wave equals 1 at site 0. The code's vector is unnormalised, with ψ†ψ = N.

For the second statement, `val_succ` records the label's jump at the last site. In `defect_apply`, `hr` and `hl` evaluate the bracket for right and left steps, and `linear_combination` adds them with the factor −it. `defect_two_entries` then identifies the nonzero positions as (−1,0) and (0,−1), which are distinct because −1 ≠ 0 once N ≥ 2, and reads off the modulus.
